# Bands of a one-dimensional mirror-symmetric cell from two logarithmic derivatives

To test whether a trial energy $E$ lies in a band of a one-dimensional crystal with a mirror-symmetric cell $[-R,R]$, one can integrate the Schrödinger equation from the cell centre to $R$ twice, once for an even solution $g$ and once for an odd solution $u$. If neither vanishes at $R$, the logarithmic derivatives

$$L_g=\frac{g'(R)}{g(R)},\qquad L_u=\frac{u'(R)}{u(R)}$$

settle the matter: $E$ is in a band exactly when $L_gL_u\le 0$. The two numbers also fix the allowed Bloch phases $\theta$, through $L_g\cos^2(\theta/2)+L_u\sin^2(\theta/2)=0$. So, for one electron in one dimension, a local mirror-symmetric pseudopotential that reproduces both numbers at $E$ allows the same Bloch phases at that energy as the original local potential.

## Solutions, parity and Bloch states

```lean
import Mathlib

open Set
open Complex (I)

namespace BlochLogDerivative

/-- The pair `(ψ, ψ')` is a wave function and its slope solving `-ψ''/2 + V ψ = E ψ`
on the cell `[-R, R]`, with one-sided derivatives at the ends. -/
def IsSolution (V : ℝ → ℝ) (E R : ℝ) (ψ ψ' : ℝ → ℂ) : Prop :=
  ∀ x ∈ Icc (-R) R, HasDerivWithinAt ψ (ψ' x) (Icc (-R) R) x ∧
    HasDerivWithinAt ψ' (2 * ((V x - E : ℝ) : ℂ) * ψ x) (Icc (-R) R) x
```

`IsSolution` says that $\psi$ has slope $\psi'$ and that $\psi''=2(V-E)\psi$, which is $-\psi''/2+V\psi=E\psi$ in units $\hbar=m=1$. In Lean, `ψ'` is a separate function, tied to `ψ` by this definition. `Icc (-R) R` is the closed cell, and `HasDerivWithinAt` makes the derivatives one-sided at its ends.

The potential is real and local, so pseudopotentials with nonlocal projectors, norm-conserving or ultrasoft, are not covered. Since the equation holds at every point, a potential with jumps, such as a square well, does not fit the model.

```lean
/-- An even real solution `g` and an odd real solution `u` at energy `E`, with slopes `g'` and
`u'`, where `g` and the slope of `u` do not vanish at the cell centre. -/
structure ParityPair (V : ℝ → ℝ) (E R : ℝ) (g g' u u' : ℝ → ℝ) : Prop where
  even_sol : IsSolution V E R (fun x => (g x : ℂ)) (fun x => (g' x : ℂ))
  odd_sol : IsSolution V E R (fun x => (u x : ℂ)) (fun x => (u' x : ℂ))
  even : ∀ x ∈ Icc (-R) R, g (-x) = g x
  odd : ∀ x ∈ Icc (-R) R, u (-x) = -u x
  even_centre : g 0 ≠ 0
  odd_centre : u' 0 ≠ 0
```

A `ParityPair` bundles the two real solutions, their parities, and the conditions $g(0)\neq0$ and $u'(0)\neq0$. Its existence is assumed. Mirror symmetry enters through the parities of $g$ and $u$. For continuous $V$, the central conditions merely say that neither solution is identically zero; here $V$ may be any function, so they are stated.

```lean
/-- Some nonzero solution on the cell has value and slope at `R` equal to `exp (i θ)` times
those at `-R`. -/
def HasBlochState (V : ℝ → ℝ) (E R θ : ℝ) : Prop :=
  ∃ ψ ψ' : ℝ → ℂ, IsSolution V E R ψ ψ' ∧ (∃ x ∈ Icc (-R) R, ψ x ≠ 0) ∧
    ψ R = Complex.exp (θ * I) * ψ (-R) ∧ ψ' R = Complex.exp (θ * I) * ψ' (-R)
```

A Bloch state of phase $\theta$ is a solution, nonzero somewhere in the cell, with

$$\psi(R)=e^{i\theta}\psi(-R),\qquad \psi'(R)=e^{i\theta}\psi'(-R).$$

These boundary conditions stand for the periodic repetition of the cell. Nothing here says that $\psi$ is built from $g$ and $u$.

```lean
/-- The energy `E` lies in a band: a Bloch state exists for some real phase. -/
def InBand (V : ℝ → ℝ) (E R : ℝ) : Prop := ∃ θ : ℝ, HasBlochState V E R θ
```

Being in a band means that some real $\theta$ works, so band edges are included.

## Every solution is a mixture of even and odd

```lean
variable {V : ℝ → ℝ} {E R : ℝ} {ψ ψ' φ φ' : ℝ → ℂ} {g g' u u' : ℝ → ℝ}

/-- Superpositions of two solutions at the same energy are solutions. -/
theorem superposition (h1 : IsSolution V E R ψ ψ') (h2 : IsSolution V E R φ φ') (c d : ℂ) :
    IsSolution V E R (fun x => c * ψ x + d * φ x) (fun x => c * ψ' x + d * φ' x) := by
  intro x hx
  have e : c * (2 * ((V x - E : ℝ) : ℂ) * ψ x) + d * (2 * ((V x - E : ℝ) : ℂ) * φ x)
      = 2 * ((V x - E : ℝ) : ℂ) * (c * ψ x + d * φ x) := by ring
  exact ⟨((h1 x hx).1.const_mul c).fun_add ((h2 x hx).1.const_mul d),
    (((h1 x hx).2.const_mul c).fun_add ((h2 x hx).2.const_mul d)).congr_deriv e⟩
```

If $\psi$ and $\varphi$ are solutions, so is $c\psi+d\varphi$ for complex $c,d$, because the equation is linear.

```lean
/-- The Wronskian of two solutions at the same energy has its central value throughout the
cell. -/
theorem wronskian_const (hR : 0 < R) (h1 : IsSolution V E R ψ ψ') (h2 : IsSolution V E R φ φ')
    {x : ℝ} (hx : x ∈ Icc (-R) R) :
    ψ x * φ' x - ψ' x * φ x = ψ 0 * φ' 0 - ψ' 0 * φ 0 := by
  have hd : ∀ y ∈ Icc (-R) R,
      HasDerivWithinAt (fun t => ψ t * φ' t - ψ' t * φ t) 0 (Icc (-R) R) y := by
    intro y hy
    exact (((h1 y hy).1.fun_mul (h2 y hy).2).fun_sub
      ((h1 y hy).2.fun_mul (h2 y hy).1)).congr_deriv (by ring)
  have hc := constant_of_derivWithin_zero (fun y hy => (hd y hy).differentiableWithinAt)
    (fun y hy => (hd y (Ico_subset_Icc_self hy)).derivWithin
      (uniqueDiffOn_Icc (by linarith) y (Ico_subset_Icc_self hy)))
  exact (hc x hx).trans (hc 0 ⟨by linarith, hR.le⟩).symm
```

The Wronskian $W=\psi\varphi'-\psi'\varphi$ is constant:

$$W'=\psi'\varphi'+2(V-E)\psi\varphi-2(V-E)\psi\varphi-\psi'\varphi'=0.$$

In the proof, `hd` is this computation, and `hc` turns the zero derivative into constancy on the cell.

```lean
/-- If reflection multiplies a solution by `s`, it multiplies the slope by `-s`. -/
theorem slope_parity (hR : 0 < R) (h : IsSolution V E R ψ ψ') (s : ℂ)
    (hs : ∀ x ∈ Icc (-R) R, ψ (-x) = s * ψ x) {x : ℝ} (hx : x ∈ Icc (-R) R) :
    ψ' (-x) = -(s * ψ' x) := by
  have hm : ∀ y ∈ Icc (-R) R, -y ∈ Icc (-R) R :=
    fun y hy => ⟨by linarith [hy.2], by linarith [hy.1]⟩
  have hn : HasDerivWithinAt (fun y : ℝ => -y) (-1) (Icc (-R) R) x :=
    (hasDerivAt_neg x).hasDerivWithinAt
  have h1 := HasDerivWithinAt.scomp (h := fun y : ℝ => -y) x (h (-x) (hm x hx)).1 hn hm
  have h2 : HasDerivWithinAt (fun y => s * ψ y) ((-1 : ℝ) • ψ' (-x)) (Icc (-R) R) x :=
    h1.congr (fun y hy => (hs y hy).symm) (hs x hx).symm
  have hu := uniqueDiffOn_Icc (by linarith : -R < R) x hx
  have h4 := (h2.derivWithin hu).symm.trans (((h x hx).1.const_mul s).derivWithin hu)
  rw [neg_smul, one_smul] at h4
  linear_combination -h4
```

Differentiating $\psi(-x)=s\,\psi(x)$ gives $-\psi'(-x)=s\,\psi'(x)$. The proof computes the derivative both ways and uses its uniqueness.

```lean
/-- The even solution has an odd slope and the odd solution has an even slope. -/
theorem ParityPair.slopes (P : ParityPair V E R g g' u u') (hR : 0 < R) {x : ℝ}
    (hx : x ∈ Icc (-R) R) : g' (-x) = -g' x ∧ u' (-x) = u' x := by
  have h1 := slope_parity hR P.even_sol 1 (fun y hy => by simp [P.even y hy]) hx
  have h2 := slope_parity hR P.odd_sol (-1) (fun y hy => by simp [P.odd y hy]) hx
  simp only [one_mul, neg_mul, neg_neg] at h1 h2
  exact ⟨by exact_mod_cast h1, by exact_mod_cast h2⟩
```

With $s=1$ and $s=-1$, this makes $g'$ odd and $u'$ even.

```lean
/-- Every solution on the cell is a combination of the even and the odd one. -/
theorem eq_combination (hR : 0 < R) (P : ParityPair V E R g g' u u')
    (h : IsSolution V E R ψ ψ') : ∃ c d : ℂ, ∀ x ∈ Icc (-R) R,
      ψ x = c * g x + d * u x ∧ ψ' x = c * g' x + d * u' x := by
  have h0 : (0 : ℝ) ∈ Icc (-R) R := ⟨by linarith, hR.le⟩
  have hu0 : u 0 = 0 := by
    have := P.odd 0 h0
    rw [neg_zero] at this
    linarith
  have hg0 : g' 0 = 0 := by
    have := (P.slopes hR h0).1
    rw [neg_zero] at this
    linarith
  have hg : (g 0 : ℂ) ≠ 0 := by exact_mod_cast P.even_centre
  have hu : (u' 0 : ℂ) ≠ 0 := by exact_mod_cast P.odd_centre
  obtain ⟨c, hc⟩ : ∃ c : ℂ, c * g 0 = ψ 0 := ⟨ψ 0 / g 0, by field_simp⟩
  obtain ⟨d, hd⟩ : ∃ d : ℂ, d * u' 0 = ψ' 0 := ⟨ψ' 0 / u' 0, by field_simp⟩
  refine ⟨c, d, fun x hx => ?_⟩
  -- the three Wronskians determine the solution
  have W1 := wronskian_const hR P.even_sol P.odd_sol hx
  have W2 := wronskian_const hR h P.odd_sol hx
  have W3 := wronskian_const hR P.even_sol h hx
  simp only [hu0, hg0, Complex.ofReal_zero, mul_zero, zero_mul, sub_zero] at W1 W2 W3
  constructor <;> apply mul_left_cancel₀ (mul_ne_zero hg hu)
  · linear_combination -ψ x * W1 + g x * W2 + u x * W3 - g x * u' 0 * hc - u x * g 0 * hd
  · linear_combination -ψ' x * W1 + g' x * W2 + u' x * W3 - g' x * u' 0 * hc - u' x * g 0 * hd
```

Parity gives $u(0)=0$ and $g'(0)=0$. Choose $c=\psi(0)/g(0)$ and $d=\psi'(0)/u'(0)$, and write $w=g(0)u'(0)\neq0$. Constancy of three Wronskians gives, at each $x$,

$$gu'-g'u=w,\qquad \psi u'-\psi'u=cw,\qquad g\psi'-g'\psi=dw.$$

Multiply the second equation by $g$, the third by $u$, and add. The left side is $\psi(gu'-g'u)=\psi w$, so $\psi=cg+du$. Using $g'$ and $u'$ as multipliers gives $\psi'=cg'+du'$. The Lean names `W1`, `W2` and `W3` are these Wronskians, and `linear_combination` checks the algebra from the stated multipliers.

## The condition on the phase

```lean
/-- A Bloch condition on the sum and difference of two amplitudes, with half of the phase
removed. -/
theorem half_phase (θ : ℝ) (X Y : ℂ) : X + Y = Complex.exp (θ * I) * (X - Y) ↔
    (Real.cos (θ / 2) : ℂ) * Y = I * (Real.sin (θ / 2) : ℂ) * X := by
  have hz : Complex.exp (θ * I)
      = ((Real.cos (θ / 2) : ℂ) + (Real.sin (θ / 2) : ℂ) * I) ^ 2 := by
    rw [Complex.ofReal_cos, Complex.ofReal_sin, ← Complex.exp_mul_I, ← Complex.exp_nat_mul]
    congr 1
    push_cast
    ring
  have hcs : (Real.cos (θ / 2) : ℂ) ^ 2 + (Real.sin (θ / 2) : ℂ) ^ 2 = 1 := by
    exact_mod_cast Real.cos_sq_add_sin_sq (θ / 2)
  rw [hz]
  generalize (Real.cos (θ / 2) : ℂ) = C at *
  generalize (Real.sin (θ / 2) : ℂ) = S at *
  have hn : (C - S * I) * (C + S * I) = 1 := by
    linear_combination hcs - S ^ 2 * Complex.I_sq
  constructor <;> intro h
  · linear_combination (C - S * I) / 2 * h + (C + S * I) * (X - Y) / 2 * hn
  · linear_combination 2 * (C + S * I) * h - (X + Y) * hn
```

Write $C=\cos(\theta/2)$, $S=\sin(\theta/2)$ and $z=C+iS$, so that $e^{i\theta}=z^2$ and $\bar z z=1$. Multiplying $X+Y=z^2(X-Y)$ by $\bar z$ gives

$$\bar z(X+Y)=z(X-Y)\iff (z+\bar z)Y=(z-\bar z)X\iff CY=iSX.$$

Each step can be reversed.

```lean
/-- For even and odd solutions that do not vanish at `R`, a Bloch state of phase `θ` exists
exactly when their logarithmic derivatives, weighted by `cos² (θ/2)` and `sin² (θ/2)`,
sum to zero. -/
theorem bloch_iff (hR : 0 < R) (P : ParityPair V E R g g' u u') (hg : g R ≠ 0) (hu : u R ≠ 0)
    (θ : ℝ) : HasBlochState V E R θ ↔
      g' R / g R * Real.cos (θ / 2) ^ 2 + u' R / u R * Real.sin (θ / 2) ^ 2 = 0 := by
  have hRm : R ∈ Icc (-R) R := ⟨by linarith, le_rfl⟩
  have hLm : -R ∈ Icc (-R) R := ⟨le_rfl, by linarith⟩
  obtain ⟨sg, su⟩ := P.slopes hR hRm
  have hgC : (g R : ℂ) ≠ 0 := by exact_mod_cast hg
  have huC : (u R : ℂ) ≠ 0 := by exact_mod_cast hu
  have hp : g' R = g' R / g R * g R := by field_simp
  have hq : u' R = u' R / u R * u R := by field_simp
  generalize g' R / g R = p at *
  generalize u' R / u R = q at *
  have hpC : (g' R : ℂ) = p * g R := by exact_mod_cast hp
  have hqC : (u' R : ℂ) = q * u R := by exact_mod_cast hq
  constructor
  · rintro ⟨ψ, ψ', hs, ⟨x, hx, hne⟩, h1, h2⟩
    obtain ⟨c, d, hcd⟩ := eq_combination hR P hs
    rw [(hcd R hRm).1, (hcd (-R) hLm).1, P.even R hRm, P.odd R hRm, Complex.ofReal_neg] at h1
    rw [(hcd R hRm).2, (hcd (-R) hLm).2, sg, su, Complex.ofReal_neg, hpC, hqC] at h2
    have k1 := (half_phase θ (c * g R) (d * u R)).1 (by linear_combination h1)
    have k2 := (half_phase θ (q * (d * u R)) (p * (c * g R))).1 (by linear_combination h2)
    by_contra hD
    have hD' : (p : ℂ) * (Real.cos (θ / 2) : ℂ) ^ 2 + q * (Real.sin (θ / 2) : ℂ) ^ 2 ≠ 0 := by
      exact_mod_cast hD
    generalize (Real.cos (θ / 2) : ℂ) = C at *
    generalize (Real.sin (θ / 2) : ℂ) = S at *
    -- a nonzero determinant removes both amplitudes
    have hA : (p * C ^ 2 + q * S ^ 2) * (c * g R) = 0 := by
      linear_combination C * k2 + I * S * q * k1 + S ^ 2 * q * (c * g R) * Complex.I_sq
    have hB : (p * C ^ 2 + q * S ^ 2) * (d * u R) = 0 := by
      linear_combination p * C * k1 + I * S * k2 + S ^ 2 * q * (d * u R) * Complex.I_sq
    have hc := (mul_eq_zero.1 ((mul_eq_zero.1 hA).resolve_left hD')).resolve_right hgC
    have hd := (mul_eq_zero.1 ((mul_eq_zero.1 hB).resolve_left hD')).resolve_right huC
    exact hne ((hcd x hx).1.trans (by simp [hc, hd]))
  · intro h
    have hC : (p : ℂ) * (Real.cos (θ / 2) : ℂ) ^ 2 + q * (Real.sin (θ / 2) : ℂ) ^ 2 = 0 := by
      exact_mod_cast h
    have hcs : (Real.cos (θ / 2) : ℂ) ^ 2 + (Real.sin (θ / 2) : ℂ) ^ 2 = 1 := by
      exact_mod_cast Real.cos_sq_add_sin_sq (θ / 2)
    have hph := half_phase θ
    generalize (Real.cos (θ / 2) : ℂ) = C at *
    generalize (Real.sin (θ / 2) : ℂ) = S at *
    -- boundary amplitudes: C for the even part, i S for the odd part
    obtain ⟨c, hc⟩ : ∃ c : ℂ, c * g R = C := ⟨C / g R, by field_simp⟩
    obtain ⟨d, hd⟩ : ∃ d : ℂ, d * u R = I * S := ⟨I * S / u R, by field_simp⟩
    have k1 := (hph C (I * S)).2 (by ring)
    have k2 := (hph (q * (I * S)) (p * C)).2 (by
      linear_combination hC - S ^ 2 * q * Complex.I_sq)
    refine ⟨_, _, superposition P.even_sol P.odd_sol c d, ⟨R, hRm, fun h0 => ?_⟩, ?_, ?_⟩
    · have h0' : c * (g R : ℂ) + d * (u R : ℂ) = 0 := h0
      rw [hc, hd] at h0'
      apply one_ne_zero (α := ℂ)
      linear_combination (C - I * S) * h0' - hcs + S ^ 2 * Complex.I_sq
    · show c * (g R : ℂ) + d * (u R : ℂ)
        = Complex.exp (θ * I) * (c * (g (-R) : ℂ) + d * (u (-R) : ℂ))
      rw [P.even R hRm, P.odd R hRm, Complex.ofReal_neg]
      linear_combination k1 + (1 - Complex.exp (θ * I)) * hc + (1 + Complex.exp (θ * I)) * hd
    · show c * (g' R : ℂ) + d * (u' R : ℂ)
        = Complex.exp (θ * I) * (c * (g' (-R) : ℂ) + d * (u' (-R) : ℂ))
      rw [sg, su, Complex.ofReal_neg, hpC, hqC]
      linear_combination k2 + p * (1 + Complex.exp (θ * I)) * hc
        + q * (1 - Complex.exp (θ * I)) * hd
```

The theorem `bloch_iff` states that a Bloch state of phase $\theta$ exists if and only if

$$L_g\cos^2(\theta/2)+L_u\sin^2(\theta/2)=0.$$

For a solution $\psi=cg+du$, set $A=c\,g(R)$ and $B=d\,u(R)$. By parity,

$$\psi(\pm R)=A\pm B,\qquad \psi'(\pm R)=L_uB\pm L_gA.$$

Applying `half_phase` to values and slopes gives

$$CB=iSA,\qquad CL_gA=iSL_uB.$$

Multiply the second relation by $C$ and insert the first to get $(L_gC^2+L_uS^2)A=0$. Multiplying the first by $L_gC$ and inserting the second gives the same equation for $B$. If the bracket were nonzero, then $A=B=0$, hence $c=d=0$ and $\psi=0$, a contradiction.

Conversely, if the bracket vanishes, take $A=C$ and $B=iS$. Both relations hold, and $\psi(R)=C+iS=e^{i\theta/2}\neq0$. In the code, `p` and `q` stand for $L_g$ and $L_u$; `hA` and `hB` are the two eliminations.

The same elimination with $c$ and $d$ as unknowns gives a neighbouring criterion that also allows nodes at $R$:

$$g'(R)u(R)\cos^2(\theta/2)+g(R)u'(R)\sin^2(\theta/2)=0.$$

This extension is derived by hand and has no theorem in the file.

```lean
/-- For even and odd solutions that do not vanish at `R`, the energy lies in a band exactly
when the product of their logarithmic derivatives at `R` is not positive. -/
theorem inBand_iff (hR : 0 < R) (P : ParityPair V E R g g' u u') (hg : g R ≠ 0)
    (hu : u R ≠ 0) : InBand V E R ↔ g' R / g R * (u' R / u R) ≤ 0 := by
  unfold InBand
  simp only [bloch_iff hR P hg hu]
  generalize g' R / g R = p
  generalize u' R / u R = q
  constructor
  · rintro ⟨θ, h⟩
    have e : p * q = -((p * Real.cos (θ / 2)) ^ 2 + (q * Real.sin (θ / 2)) ^ 2) := by
      linear_combination (p + q) * h - p * q * Real.cos_sq_add_sin_sq (θ / 2)
    rw [e]
    exact neg_nonpos.2 (by positivity)
  · intro h
    by_cases hqp : q - p = 0
    · have hp : p = 0 := by nlinarith [sq_nonneg p]
      have hq : q = 0 := by linarith
      exact ⟨0, by simp [hp, hq]⟩
    · -- solve (q - p) cos θ = q + p for the phase
      have hpos : 0 < (q - p) ^ 2 := by positivity
      have hx : ((q + p) / (q - p)) ^ 2 ≤ 1 := by
        rw [div_pow, div_le_iff₀ hpos]
        nlinarith
      have hb := abs_le.1 ((sq_le_one_iff_abs_le_one _).1 hx)
      refine ⟨Real.arccos ((q + p) / (q - p)), ?_⟩
      have h1 := Real.cos_arccos hb.1 hb.2
      generalize Real.arccos ((q + p) / (q - p)) = θ at *
      have h2 : (q - p) * Real.cos θ = q + p := by
        rw [h1]
        field_simp
      have h3 : Real.cos θ = 2 * Real.cos (θ / 2) ^ 2 - 1 := by
        rw [← Real.cos_two_mul]
        congr 1
        ring
      linear_combination -h2 / 2 + q * Real.cos_sq_add_sin_sq (θ / 2) + (q - p) / 2 * h3
```

If some $\theta$ satisfies the condition, multiplying it by $L_g+L_u$ and using $C^2+S^2=1$ gives

$$L_gL_u=-\left[(L_gC)^2+(L_uS)^2\right]\le0.$$

For the converse, half-angle formulas rewrite the condition as

$$(L_u-L_g)\cos\theta=L_u+L_g.$$

If $L_u=L_g$, then $L_gL_u\le0$ forces both to vanish, and $\theta=0$ works. This case never actually occurs, since the constant Wronskian gives $L_u-L_g=w/(g(R)u(R))\neq0$, but the proof does not use that fact. Otherwise,

$$(L_u+L_g)^2-(L_u-L_g)^2=4L_gL_u\le0,$$

so the required cosine lies in $[-1,1]$ and `Real.arccos` supplies the phase.

## A free particle as an example

```lean
/-- For a free particle of energy `1/2` on `[-1, 1]`, `cos x` and `sin x` form a `ParityPair` and do
not vanish at `1`. -/
theorem parityPair_witness :
    ParityPair (fun _ => 0) (1 / 2) 1 Real.cos (fun x => -Real.sin x) Real.sin Real.cos ∧
      Real.cos 1 ≠ 0 ∧ Real.sin 1 ≠ 0 := by
  refine ⟨⟨fun x _ => ⟨(Real.hasDerivAt_cos x).ofReal_comp.hasDerivWithinAt, ?_⟩,
    fun x _ => ⟨(Real.hasDerivAt_sin x).ofReal_comp.hasDerivWithinAt, ?_⟩,
    fun x _ => Real.cos_neg x, fun x _ => Real.sin_neg x, by simp, by simp⟩,
    Real.cos_one_pos.ne',
    (Real.sin_pos_of_pos_of_lt_pi one_pos (by linarith [Real.pi_gt_three])).ne'⟩
  · exact (Real.hasDerivAt_sin x).fun_neg.ofReal_comp.hasDerivWithinAt.congr_deriv
      (by push_cast; ring)
  · exact (Real.hasDerivAt_cos x).ofReal_comp.hasDerivWithinAt.congr_deriv
      (by push_cast; ring)

end BlochLogDerivative
```

For $V=0$, $E=1/2$ and $R=1$, the functions $\cos x$ and $\sin x$ satisfy all the assumptions. Here $L_g=-\tan1$ and $L_u=\cot1$, with product $-1$. The phase relation gives $\cos\theta=\cos2$, as expected for a plane wave of wave number 1 crossing a cell of length 2.

```lean
#print axioms BlochLogDerivative.inBand_iff
```

```
'BlochLogDerivative.inBand_iff' depends on axioms: [propext, Classical.choice, Quot.sound]
```
